# On a finite-dimensional space, the Lieb maximum over bounded potentials equals a penalised minimum over density matrices

To find the potential that produces a given lattice density $\rho$, one maximises $E(v)-v\cdot\rho$. If the potentials are limited to $\|v\|\le R$, with $R\ge 0$, then

$$\max_{\|v\|\le R}\,[E(v)-v\cdot\rho]\;=\;\min_{\Gamma}\,[\operatorname{tr}(\Gamma H_0)+R\,\|r(\Gamma)-\rho\|]\;=:\;F_R(\rho).$$

Here $H_0$ and the finitely many $n_i$ are Hermitian matrices, $E(v)$ is the lowest eigenvalue of $H(v)=H_0+\sum_i v_i n_i$, $\Gamma$ runs over density matrices, $r_i(\Gamma)=\operatorname{tr}(\Gamma n_i)$, and norms are Euclidean. The vector $\rho$ may be any real vector, even one that no state produces. The number $R$ caps the strength of the potential and is also the energy cost per unit of density error.

## Density-to-potential inversion with a capped potential

A simple inversion scheme for a finite lattice model, interacting or not, is projected ascent: diagonalise $H(v)$, compute the density $r$ of a ground state, and move $v$ along $r-\rho$. If $v$ leaves the ball, it is rescaled to length $R$. Each $v$ in the ball gives a lower bound on $F_R(\rho)$, and each $\Gamma$ an upper bound. The iteration can stop once the two are close enough.

The optimal $\Gamma$ may still have a density error $r(\Gamma)-\rho\ne0$. If so, and $R>0$, the optimal $v$ has length $R$ and points along that error. If the ground state at the optimal $v$ is degenerate, the optimal $\Gamma$ may be a mixture. The upper bounds from single ground states may then stay above $F_R(\rho)$, so mixtures of them should be tried too.

## From the variational principle to a separating plane

**Variational principle.** Write $\Gamma=B^\dagger B$. Since $H(v)-E(v)\ge 0$, we have $\operatorname{tr}(\Gamma H(v))-E(v)=\operatorname{tr}(B(H(v)-E(v))B^\dagger)\ge 0$. The projector on a normalised lowest eigenvector gives equality.

**Upper bound.** Since $\operatorname{tr}(\Gamma H(v))=\operatorname{tr}(\Gamma H_0)+v\cdot r$, Cauchy–Schwarz gives

$$E(v)-v\cdot\rho\le \operatorname{tr}(\Gamma H_0)+v\cdot(r-\rho)\le \operatorname{tr}(\Gamma H_0)+R\|r-\rho\|.$$

**The minimum exists.** Density matrices are the image of the compact set $\operatorname{tr}(B^\dagger B)=1$ under $B\mapsto B^\dagger B$, and the right-hand side is continuous in $\Gamma$. Call its minimum $c$.

**A potential reaches $c$.** The convex set $C$ of points $(r(\Gamma)-\rho,\operatorname{tr}(\Gamma H_0))$ misses the open convex set $D=\{(x,t):t+R\|x\|<c\}$. Hence there are $w,k,u$ with $w\cdot x+kt<u$ on $D$ and $w\cdot x+kt\ge u$ on $C$.

- Lowering $t$ from a point of $C$, at fixed $x$, leads into $D$, so $k>0$.
- The points $x=sw$, $t=c-1-Rs\|w\|$ lie in $D$ for all $s\ge0$, so $s\|w\|(\|w\|-kR)$ is bounded above and $\|w\|\le kR$.
- Letting $t\uparrow c$ at $x=0$ gives $kc\le u$.

Set $v=w/k$. Then $\|v\|\le R$ and $c\le\operatorname{tr}(\Gamma H_0)+v\cdot(r-\rho)$ for every $\Gamma$. A ground state of $H(v)$ turns this into $c\le E(v)-v\cdot\rho$, and the upper bound gives equality.

**Change of density.** Using the optimal $\Gamma$ for $\sigma$ as a trial state for $\rho$ gives $F_R(\rho)\le F_R(\sigma)+R\|\rho-\sigma\|$. Exchanging the two gives $|F_R(\rho)-F_R(\sigma)|\le R\|\rho-\sigma\|$.

## The Lean file and its lemmas

`groundEnergy_isLeast` is the variational principle, with `exists_gram` supplying $B$. `duality_gap` is the upper bound, including its equality conditions, and `isCompact_density` gives compactness. In `exists_potential`, `geometric_hahn_banach_open` separates `D` from `C`, `toDual` turns the functional into `w`, and `nlinarith` closes the contradictions that give $k>0$ and $\|w\|\le kR$. `boundedLieb_duality` combines these results, and `boundedLieb_lipschitz` is the last step.

```lean
import Mathlib

open Matrix
open scoped ComplexOrder InnerProductSpace

namespace BoundedLieb

noncomputable section

variable {m ι : Type*} [Fintype m] [DecidableEq m] [Fintype ι]

/-- A density matrix: positive semidefinite with trace one. -/
def IsDensity (Γ : Matrix m m ℂ) : Prop := Γ.PosSemidef ∧ Γ.trace = 1

/-- The real part of `tr(Γ A)`, the expectation value of an observable `A` in the state `Γ`. -/
def expect (Γ A : Matrix m m ℂ) : ℝ := (Γ * A).trace.re

/-- The density vector `r` of a state, with components `r i = Re tr(Γ n_i)`. -/
def density (n : ι → Matrix m m ℂ) (Γ : Matrix m m ℂ) : EuclideanSpace ℝ ι :=
  WithLp.toLp 2 fun i => expect Γ (n i)

/-- The Hamiltonian `H0 + ∑ v_i n_i` in the external potential `v`. -/
def hamiltonian (H0 : Matrix m m ℂ) (n : ι → Matrix m m ℂ) (v : EuclideanSpace ℝ ι) :
    Matrix m m ℂ := H0 + ∑ i, ((v i : ℝ) : ℂ) • n i

/-- The ground-state energy of a Hermitian matrix on a non-zero space: the bottom of its
real spectrum. -/
def groundEnergy (H : Matrix m m ℂ) : ℝ := sInf (spectrum ℝ H)

/-- The Lieb objective `E(v) - v·ρ`. -/
def objective (H0 : Matrix m m ℂ) (n : ι → Matrix m m ℂ) (ρ v : EuclideanSpace ℝ ι) : ℝ :=
  groundEnergy (hamiltonian H0 n v) - ⟪v, ρ⟫_ℝ

/-- The internal energy plus a penalty `R ‖r - ρ‖` for missing the target density `ρ`. -/
def penalised (H0 : Matrix m m ℂ) (n : ι → Matrix m m ℂ) (R : ℝ) (ρ : EuclideanSpace ℝ ι)
    (Γ : Matrix m m ℂ) : ℝ := expect Γ H0 + R * ‖density n Γ - ρ‖

/-- The bounded-potential Lieb functional, for `R ≥ 0`: the supremum of `E(v) - v·ρ` over
potentials with `‖v‖ ≤ R`. -/
def boundedLieb (H0 : Matrix m m ℂ) (n : ι → Matrix m m ℂ) (R : ℝ)
    (ρ : EuclideanSpace ℝ ι) : ℝ :=
  sSup (objective H0 n ρ '' Metric.closedBall 0 R)

open scoped MatrixOrder Matrix.Norms.L2Operator in
/-- Every positive semidefinite matrix has the form `B† B`. -/
theorem exists_gram {A : Matrix m m ℂ} (hA : A.PosSemidef) :
    ∃ B : Matrix m m ℂ, A = Bᴴ * B :=
  CStarAlgebra.nonneg_iff_eq_star_mul_self.mp (Matrix.nonneg_iff_posSemidef.mpr hA)

/-- The density matrices form a compact set. -/
theorem isCompact_density : IsCompact {Γ : Matrix m m ℂ | IsDensity Γ} := by
  have hc : Continuous fun B : Matrix m m ℂ => Bᴴ * B :=
    continuous_id.matrix_conjTranspose.matrix_mul continuous_id
  have hK : IsCompact (Set.univ.pi fun _ : m => Set.univ.pi fun _ : m =>
      Metric.closedBall (0 : ℂ) 1) :=
    isCompact_univ_pi fun _ => isCompact_univ_pi fun _ => isCompact_closedBall _ _
  -- the Hilbert–Schmidt unit sphere is compact
  have hS : IsCompact {B : Matrix m m ℂ | (Bᴴ * B).trace = 1} := by
    refine IsCompact.of_isClosed_subset (X := Matrix m m ℂ) hK
      (isClosed_eq hc.matrix_trace continuous_const) ?_
    intro B hB i _ j _
    have h : ∑ j, ∑ i, ‖B i j‖ ^ 2 = 1 := by
      have h1 := congrArg Complex.re hB
      simp only [trace, diag_apply, mul_apply, conjTranspose_apply, Complex.re_sum,
        Complex.one_re] at h1
      rw [← h1]
      refine Finset.sum_congr rfl fun j _ => Finset.sum_congr rfl fun i _ => ?_
      rw [Complex.sq_norm, Complex.normSq_apply]
      simp [Complex.mul_re]
    have h2 : ‖B i j‖ ^ 2 ≤ ∑ i, ‖B i j‖ ^ 2 :=
      Finset.single_le_sum (f := fun i => ‖B i j‖ ^ 2) (fun _ _ => by positivity)
        (Finset.mem_univ i)
    have h3 : ∑ i, ‖B i j‖ ^ 2 ≤ ∑ j, ∑ i, ‖B i j‖ ^ 2 :=
      Finset.single_le_sum (f := fun j => ∑ i, ‖B i j‖ ^ 2) (fun _ _ => by positivity)
        (Finset.mem_univ j)
    rw [mem_closedBall_zero_iff]
    nlinarith [norm_nonneg (B i j)]
  have he : {Γ : Matrix m m ℂ | IsDensity Γ} =
      (fun B => Bᴴ * B) '' {B : Matrix m m ℂ | (Bᴴ * B).trace = 1} := by
    ext Γ
    constructor
    · rintro ⟨hp, ht⟩
      obtain ⟨B, rfl⟩ := exists_gram hp
      exact ⟨B, ht, rfl⟩
    · rintro ⟨B, hB, rfl⟩
      exact ⟨posSemidef_conjTranspose_mul_self B, hB⟩
  rw [he]
  exact hS.image hc

/-- Variational principle: on a non-zero space, the ground-state energy of a Hermitian `H` is
the least value of `tr(Γ H)` over density matrices. -/
theorem groundEnergy_isLeast [Nonempty m] {H : Matrix m m ℂ} (hH : H.IsHermitian) :
    IsLeast ((fun Γ => expect Γ H) '' {Γ | IsDensity Γ}) (groundEnergy H) := by
  have hs := hH.spectrum_real_eq_range_eigenvalues
  have hfin : (spectrum ℝ H).Finite := by rw [hs]; exact Set.finite_range _
  have hne : (spectrum ℝ H).Nonempty := by rw [hs]; exact Set.range_nonempty _
  have hmem : groundEnergy H ∈ spectrum ℝ H := hne.csInf_mem hfin
  constructor
  · -- the projector on a lowest eigenvector attains the value
    rw [hs] at hmem
    obtain ⟨j, hj⟩ := hmem
    obtain ⟨ψ, hψ, hev⟩ : ∃ ψ : m → ℂ, ψ ⬝ᵥ star ψ = 1 ∧
        H *ᵥ ψ = ((groundEnergy H : ℝ) : ℂ) • ψ := by
      refine ⟨(hH.eigenvectorBasis j).ofLp, ?_, ?_⟩
      · have h1 := EuclideanSpace.norm_sq_eq (hH.eigenvectorBasis j)
        rw [hH.eigenvectorBasis.orthonormal.1 j, one_pow] at h1
        simp only [dotProduct, Pi.star_apply, Complex.star_def, Complex.mul_conj,
          Complex.normSq_eq_norm_sq]
        exact_mod_cast h1.symm
      · rw [← hj]
        refine (hH.mulVec_eigenvectorBasis j).trans ?_
        ext i
        simp
    refine ⟨vecMulVec ψ (star ψ), ⟨posSemidef_vecMulVec_self_star ψ, ?_⟩, ?_⟩
    · rw [trace_vecMulVec, hψ]
    · simp only [expect]
      rw [trace_mul_comm, mul_vecMulVec, hev, trace_vecMulVec, smul_dotProduct, hψ]
      simp
  · -- `H - E` is positive semidefinite
    rintro _ ⟨Γ, hΓ, rfl⟩
    have hKh : (H - algebraMap ℝ (Matrix m m ℂ) (groundEnergy H)).IsHermitian := by
      refine hH.sub ?_
      rw [Algebra.algebraMap_eq_smul_one]
      simp [IsHermitian, conjTranspose_smul]
    have hK := hKh.posSemidef_iff_eigenvalues_nonneg.mpr (by
      intro j
      have hj : hKh.eigenvalues j ∈ spectrum ℝ (H - algebraMap ℝ _ (groundEnergy H)) := by
        rw [hKh.spectrum_real_eq_range_eigenvalues]
        exact ⟨j, rfl⟩
      have he : algebraMap ℝ (Matrix m m ℂ) (hKh.eigenvalues j + groundEnergy H) - H =
          algebraMap ℝ _ (hKh.eigenvalues j) - (H - algebraMap ℝ _ (groundEnergy H)) := by
        rw [map_add]; abel
      have hm : hKh.eigenvalues j + groundEnergy H ∈ spectrum ℝ H := by
        rw [spectrum.mem_iff, he]
        exact spectrum.mem_iff.mp hj
      have hl : groundEnergy H ≤ _ := csInf_le hfin.bddBelow hm
      have h0 : 0 ≤ hKh.eigenvalues j := by linarith
      exact h0)
    obtain ⟨B, hB⟩ := exists_gram hΓ.1
    have h := (Complex.le_def.mp (hK.mul_mul_conjTranspose_same B).trace_nonneg).1
    rw [trace_mul_comm, ← Matrix.mul_assoc, ← hB, Matrix.mul_sub, trace_sub,
      Algebra.algebraMap_eq_smul_one, Matrix.mul_smul, Matrix.mul_one, trace_smul, hΓ.2] at h
    simp at h
    exact h

omit [DecidableEq m] in
/-- The energy in the potential `v` is the internal energy plus `v·r`. -/
theorem expect_hamiltonian (H0 : Matrix m m ℂ) (n : ι → Matrix m m ℂ)
    (v : EuclideanSpace ℝ ι) (Γ : Matrix m m ℂ) :
    expect Γ (hamiltonian H0 n v) = expect Γ H0 + ⟪v, density n Γ⟫_ℝ := by
  unfold expect hamiltonian
  rw [Matrix.mul_add, trace_add, Complex.add_re, Matrix.mul_sum, trace_sum, Complex.re_sum,
    PiLp.inner_apply]
  congr 1
  refine Finset.sum_congr rfl fun i _ => ?_
  rw [Matrix.mul_smul, trace_smul]
  simp [density, expect, mul_comm]

variable {H0 : Matrix m m ℂ} {n : ι → Matrix m m ℂ} {R : ℝ}

omit [Fintype m] [DecidableEq m] in
/-- With Hermitian `H0` and `n_i`, the Hamiltonian is Hermitian in every real potential. -/
theorem hamiltonian_isHermitian (hH : H0.IsHermitian) (hn : ∀ i, (n i).IsHermitian)
    (v : EuclideanSpace ℝ ι) : (hamiltonian H0 n v).IsHermitian := by
  have hn' : ∀ i, (n i)ᴴ = n i := hn
  have hH' : H0ᴴ = H0 := hH
  simp [IsHermitian, hamiltonian, conjTranspose_sum, conjTranspose_smul, hn', hH']

/-- For Hermitian `H0`, `n_i`, a density matrix `Γ` and `‖v‖ ≤ R`, the Lieb objective never
exceeds the penalised energy. They agree exactly when `Γ` has the ground-state energy in the
potential `v` and `v·(r - ρ) = R ‖r - ρ‖`. -/
theorem duality_gap [Nonempty m] (hH : H0.IsHermitian) (hn : ∀ i, (n i).IsHermitian)
    (ρ : EuclideanSpace ℝ ι) {v : EuclideanSpace ℝ ι} (hv : ‖v‖ ≤ R)
    {Γ : Matrix m m ℂ} (hΓ : IsDensity Γ) :
    objective H0 n ρ v ≤ penalised H0 n R ρ Γ ∧
    (objective H0 n ρ v = penalised H0 n R ρ Γ ↔
      expect Γ (hamiltonian H0 n v) = groundEnergy (hamiltonian H0 n v) ∧
      ⟪v, density n Γ - ρ⟫_ℝ = R * ‖density n Γ - ρ‖) := by
  have h1 : groundEnergy (hamiltonian H0 n v) ≤ expect Γ (hamiltonian H0 n v) :=
    (groundEnergy_isLeast (hamiltonian_isHermitian hH hn v)).2 ⟨Γ, hΓ, rfl⟩
  have h2 : ⟪v, density n Γ - ρ⟫_ℝ ≤ R * ‖density n Γ - ρ‖ :=
    (real_inner_le_norm _ _).trans (mul_le_mul_of_nonneg_right hv (norm_nonneg _))
  have h3 := expect_hamiltonian H0 n v Γ
  have h4 : ⟪v, density n Γ - ρ⟫_ℝ = ⟪v, density n Γ⟫_ℝ - ⟪v, ρ⟫_ℝ := inner_sub_right _ _ _
  unfold objective penalised
  refine ⟨by linarith, fun h => ⟨by linarith, by linarith⟩, fun h => ?_⟩
  linarith [h.1, h.2]

/-- For Hermitian `H0`, `n_i` on a non-zero space and `R ≥ 0`, any lower bound `c` on the penalised
energy of all density matrices is reached or exceeded by the Lieb objective at some potential with
`‖v‖ ≤ R`. -/
theorem exists_potential [Nonempty m] (hH : H0.IsHermitian) (hn : ∀ i, (n i).IsHermitian)
    (hR : 0 ≤ R) (ρ : EuclideanSpace ℝ ι) {c : ℝ}
    (hc : ∀ Γ, IsDensity Γ → c ≤ penalised H0 n R ρ Γ) :
    ∃ v : EuclideanSpace ℝ ι, ‖v‖ ≤ R ∧ c ≤ objective H0 n ρ v := by
  let D : Set (EuclideanSpace ℝ ι × ℝ) := {p | p.2 + R * ‖p.1‖ < c}
  let C : Set (EuclideanSpace ℝ ι × ℝ) :=
    (fun Γ => (density n Γ - ρ, expect Γ H0)) '' {Γ | IsDensity Γ}
  have hDo : IsOpen D := isOpen_lt (by fun_prop) continuous_const
  have hDc : Convex ℝ D := by
    intro p hp q hq a b ha hb hab
    have h := (convex_Iio c) (show p.2 + R * ‖p.1‖ ∈ Set.Iio c from hp)
      (show q.2 + R * ‖q.1‖ ∈ Set.Iio c from hq) ha hb hab
    have h1 : ‖a • p.1 + b • q.1‖ ≤ a * ‖p.1‖ + b * ‖q.1‖ := by
      refine (norm_add_le _ _).trans (le_of_eq ?_)
      rw [norm_smul, norm_smul, Real.norm_of_nonneg ha, Real.norm_of_nonneg hb]
    have h2 := mul_le_mul_of_nonneg_left h1 hR
    simp only [smul_eq_mul, Set.mem_Iio] at h
    change a * p.2 + b * q.2 + R * ‖a • p.1 + b • q.1‖ < c
    linarith
  have hCc : Convex ℝ C := by
    rintro _ ⟨Γ₁, h1, rfl⟩ _ ⟨Γ₂, h2, rfl⟩ a b ha hb hab
    have hmix : ∀ A, expect ((a : ℂ) • Γ₁ + (b : ℂ) • Γ₂) A =
        a * expect Γ₁ A + b * expect Γ₂ A := by
      intro A
      simp [expect, Matrix.add_mul, trace_add, trace_smul]
    refine ⟨(a : ℂ) • Γ₁ + (b : ℂ) • Γ₂, ⟨(h1.1.smul ?_).add (h2.1.smul ?_), ?_⟩, ?_⟩
    · exact_mod_cast ha
    · exact_mod_cast hb
    · rw [trace_add, trace_smul, trace_smul, h1.2, h2.2, smul_eq_mul, smul_eq_mul, mul_one,
        mul_one]
      exact_mod_cast hab
    · refine Prod.ext ?_ (hmix H0)
      ext i
      change expect _ (n i) - ρ i =
        a * (expect Γ₁ (n i) - ρ i) + b * (expect Γ₂ (n i) - ρ i)
      rw [hmix]
      linear_combination (ρ i) * hab
  have hdis : Disjoint D C := by
    rw [Set.disjoint_left]
    rintro _ hp ⟨Γ, hΓ, rfl⟩
    exact absurd hp (not_lt_of_ge (hc Γ hΓ))
  -- a separating hyperplane, written as a vector `w` and a slope `k`
  obtain ⟨f, u, hfD, hfC⟩ := geometric_hahn_banach_open hDc hDo hCc hdis
  obtain ⟨w, hw⟩ : ∃ w : EuclideanSpace ℝ ι, ∀ x, ⟪w, x⟫_ℝ = f (x, 0) :=
    ⟨(InnerProductSpace.toDual ℝ _).symm (f.comp (ContinuousLinearMap.inl ℝ _ ℝ)),
      fun x => by rw [InnerProductSpace.toDual_symm_apply]; rfl⟩
  obtain ⟨k, hkdef⟩ : ∃ k, k = f (0, 1) := ⟨_, rfl⟩
  have hf : ∀ x t, f (x, t) = ⟪w, x⟫_ℝ + t * k := by
    intro x t
    have h : (x, t) = (x, (0 : ℝ)) + t • ((0 : EuclideanSpace ℝ ι), (1 : ℝ)) := by simp
    rw [h, map_add, map_smul, smul_eq_mul, hw, hkdef]
  have hD : ∀ x t, t + R * ‖x‖ < c → ⟪w, x⟫_ℝ + t * k < u := fun x t h => by
    rw [← hf]; exact hfD (x, t) h
  have hC : ∀ Γ, IsDensity Γ → u ≤ ⟪w, density n Γ - ρ⟫_ℝ + expect Γ H0 * k :=
    fun Γ hΓ => by rw [← hf]; exact hfC _ ⟨Γ, hΓ, rfl⟩
  have hk : 0 < k := by
    obtain ⟨Γ, hΓ, -⟩ := (groundEnergy_isLeast hH).1
    have h1 := hC Γ hΓ
    have h2 := hD (density n Γ - ρ) (c - R * ‖density n Γ - ρ‖ - 1) (by linarith)
    have h3 : c ≤ expect Γ H0 + R * ‖density n Γ - ρ‖ := hc Γ hΓ
    by_contra hneg
    have h4 : 0 ≤ expect Γ H0 - (c - R * ‖density n Γ - ρ‖ - 1) := by linarith
    nlinarith [mul_nonneg h4 (by linarith : 0 ≤ -k)]
  -- the slope of the cone bounds the potential
  have hwR : ‖w‖ ≤ k * R := by
    by_contra hlt
    have hlt' : k * R < ‖w‖ := lt_of_not_ge hlt
    have hw0 : 0 < ‖w‖ := lt_of_le_of_lt (mul_nonneg hk.le hR) hlt'
    have hδ : 0 < ‖w‖ * (‖w‖ - k * R) := mul_pos hw0 (by linarith)
    obtain ⟨s, hs⟩ : ∃ s, s = |u - (c - 1) * k| / (‖w‖ * (‖w‖ - k * R)) := ⟨_, rfl⟩
    have hs0 : 0 ≤ s := by rw [hs]; positivity
    have hs1 : s * (‖w‖ * (‖w‖ - k * R)) = |u - (c - 1) * k| := by
      rw [hs, div_mul_cancel₀ _ hδ.ne']
    have h := hD (s • w) (c - R * (s * ‖w‖) - 1) (by
      rw [norm_smul, Real.norm_of_nonneg hs0]; linarith)
    rw [inner_smul_right, real_inner_self_eq_norm_sq] at h
    nlinarith [le_abs_self (u - (c - 1) * k)]
  have hcu : c * k ≤ u := by
    by_contra hlt
    have h := hD 0 (u / k) (by
      rw [norm_zero, mul_zero, add_zero, div_lt_iff₀ hk]; exact lt_of_not_ge hlt)
    rw [inner_zero_right, zero_add, div_mul_cancel₀ _ hk.ne'] at h
    exact lt_irrefl _ h
  refine ⟨k⁻¹ • w, ?_, ?_⟩
  · rw [norm_smul, Real.norm_of_nonneg (inv_nonneg.mpr hk.le), inv_mul_le_iff₀ hk]
    exact hwR
  · obtain ⟨Γ, hΓ, hE⟩ :=
      (groundEnergy_isLeast (hamiltonian_isHermitian hH hn (k⁻¹ • w))).1
    have hE' : expect Γ (hamiltonian H0 n (k⁻¹ • w)) = _ := hE
    have h1 := hcu.trans (hC Γ hΓ)
    have h2 : ⟪w, density n Γ - ρ⟫_ℝ = ⟪k⁻¹ • w, density n Γ - ρ⟫_ℝ * k := by
      rw [real_inner_smul_left]
      field_simp
    rw [h2, ← add_mul] at h1
    have h3 := le_of_mul_le_mul_right h1 hk
    rw [inner_sub_right] at h3
    unfold objective
    rw [← hE', expect_hamiltonian]
    linarith

/-- For Hermitian `H0`, `n_i` on a non-zero space, `R ≥ 0` and any real `ρ`, the maximum of
`E(v) - v·ρ` over `‖v‖ ≤ R` equals the minimum of `tr(Γ H0) + R ‖r - ρ‖` over density
matrices, and both are attained. -/
theorem boundedLieb_duality [Nonempty m] (hH : H0.IsHermitian)
    (hn : ∀ i, (n i).IsHermitian) (hR : 0 ≤ R) (ρ : EuclideanSpace ℝ ι) :
    IsGreatest (objective H0 n ρ '' Metric.closedBall 0 R) (boundedLieb H0 n R ρ) ∧
    IsLeast (penalised H0 n R ρ '' {Γ | IsDensity Γ}) (boundedLieb H0 n R ρ) := by
  have he : ∀ A : Matrix m m ℂ, Continuous fun Γ => expect Γ A := fun A =>
    Complex.continuous_re.comp (continuous_id.matrix_mul continuous_const).matrix_trace
  have hd : Continuous (density n) :=
    (PiLp.continuous_toLp 2 _).comp (continuous_pi fun i => he (n i))
  have hp : Continuous (penalised H0 n R ρ) :=
    (he H0).add (continuous_const.mul (hd.sub continuous_const).norm)
  obtain ⟨Γ₀, hΓ₀, -⟩ := (groundEnergy_isLeast hH).1
  obtain ⟨Γ, hΓ, hmin⟩ := isCompact_density.exists_isMinOn ⟨Γ₀, hΓ₀⟩ hp.continuousOn
  obtain ⟨v, hv, hcv⟩ := exists_potential hH hn hR ρ (fun Γ' h => hmin h)
  -- weak duality turns the inequality into an equality
  have hG : IsGreatest (objective H0 n ρ '' Metric.closedBall 0 R)
      (penalised H0 n R ρ Γ) := by
    refine ⟨⟨v, by simpa using hv, le_antisymm (duality_gap hH hn ρ hv hΓ).1 hcv⟩, ?_⟩
    rintro _ ⟨v', hv', rfl⟩
    exact (duality_gap hH hn ρ (by simpa using hv') hΓ).1
  have hF : boundedLieb H0 n R ρ = penalised H0 n R ρ Γ := hG.csSup_eq
  rw [hF]
  refine ⟨hG, ⟨Γ, hΓ, rfl⟩, ?_⟩
  rintro _ ⟨Γ', h, rfl⟩
  exact hmin h

/-- For Hermitian `H0`, `n_i` on a non-zero space and `R ≥ 0`, the bounded-potential Lieb
functional changes by at most `R ‖ρ - σ‖` between any two real vectors `ρ` and `σ`. -/
theorem boundedLieb_lipschitz [Nonempty m] (hH : H0.IsHermitian)
    (hn : ∀ i, (n i).IsHermitian) (hR : 0 ≤ R) (ρ σ : EuclideanSpace ℝ ι) :
    |boundedLieb H0 n R ρ - boundedLieb H0 n R σ| ≤ R * ‖ρ - σ‖ := by
  have key : ∀ a b : EuclideanSpace ℝ ι,
      boundedLieb H0 n R a - boundedLieb H0 n R b ≤ R * ‖a - b‖ := by
    intro a b
    -- use the optimal state for `b` as a trial state for `a`
    obtain ⟨Γ, hΓ, hb⟩ := (boundedLieb_duality hH hn hR b).2.1
    have ha : boundedLieb H0 n R a ≤ penalised H0 n R a Γ :=
      (boundedLieb_duality hH hn hR a).2.2 ⟨Γ, hΓ, rfl⟩
    have ht := mul_le_mul_of_nonneg_left
      (norm_sub_le_norm_sub_add_norm_sub (density n Γ) b a) hR
    rw [norm_sub_rev b a] at ht
    unfold penalised at ha hb
    linarith
  rw [abs_sub_le_iff]
  exact ⟨key ρ σ, by rw [norm_sub_rev]; exact key σ ρ⟩

end

end BoundedLieb
```

```lean
#print axioms BoundedLieb.boundedLieb_duality
-- 'BoundedLieb.boundedLieb_duality' depends on axioms: [propext, Classical.choice, Quot.sound]
#print axioms BoundedLieb.boundedLieb_lipschitz
-- 'BoundedLieb.boundedLieb_lipschitz' depends on axioms: [propext, Classical.choice, Quot.sound]
```

## Finite matrices, fixed R, Hermitian operators

In `boundedLieb_duality`, `IsGreatest` and `IsLeast` say that the same number, `boundedLieb`, is an attained maximum and an attained minimum. The type `m` indexes the basis states and `ι` the components of $v$. `IsDensity` means "is a density matrix", whereas `density` is the vector $r$. `expect` takes the real part of the trace, which for Hermitian observables is the whole trace.

The usual Lieb functional has no cap on $v$; the theorems keep $R$ fixed and say nothing about $R\to\infty$. The passage from a finite basis to the continuum is likewise left open.

Hermiticity of $H_0$ can't be weakened to real eigenvalues. Take $H_0=\begin{pmatrix}0&1\\0&0\end{pmatrix}$, a single $n_1=0$, and $\rho=0$. The only eigenvalue is $0$, so the maximum is $0$. But $\Gamma=\tfrac12\begin{pmatrix}1&-1\\-1&1\end{pmatrix}$ gives $\operatorname{tr}(\Gamma H_0)=-\tfrac12$.
